# The first Foldy–Wouthuysen step leaves an odd term in the free Dirac Hamiltonian for $0<p\le\pi m$

Take units $\hbar=c=1$. At fixed momentum of magnitude $p$, the free Dirac Hamiltonian is $H=m\beta+O$, with mass $m$ and $O=\boldsymbol\alpha\cdot\mathbf p$. A term is even if it commutes with $\beta$ and odd if it anticommutes.

```lean
import Mathlib

open Real

namespace DiracFirstStep

noncomputable section
```

Only three relations are used: $\beta^2=1$, $O^2=p^2$ and $\beta O=-O\beta$. `IsDiracPair` records them for elements of any real algebra `A`, which may consist of complex matrices. External fields are not covered.

```lean
/-- The algebra of a free Dirac particle: `β` squares to one, the odd term `O` squares to `p ^ 2`,
and the two anticommute. -/
structure IsDiracPair {A : Type*} [Ring A] [Algebra ℝ A] (β O : A) (p : ℝ) : Prop where
  beta_sq : β * β = 1
  odd_sq : O * O = (p ^ 2) • (1 : A)
  anticomm : β * O = -(O * β)
```

Write $K=\beta O$. The rotation of angle $\theta$ is $R(\theta)=\cos\theta+(K/p)\sin\theta$.

```lean
/-- The rotation `cos θ + (β O / p) sin θ`. -/
def rotation {A : Type*} [Ring A] [Algebra ℝ A] (β O : A) (p θ : ℝ) : A :=
  Real.cos θ • (1 : A) + (Real.sin θ / p) • (β * O)
```

The transformed Hamiltonian is $R(\theta)\,H\,R(-\theta)$.

```lean
/-- The Hamiltonian `β m + O` conjugated by the rotation of angle `θ`. -/
def rotatedHamiltonian {A : Type*} [Ring A] [Algebra ℝ A] (β O : A) (m p θ : ℝ) : A :=
  rotation β O p θ * (m • β + O) * rotation β O p (-θ)
```

In the stepwise Foldy–Wouthuysen expansion in powers of $1/m$, the first step is conjugation by $e^{\beta O/(2m)}$. It differs from the exact free-particle Foldy–Wouthuysen rotation, whose angle is given after (f). The following coefficient, called $\kappa$ below, will describe its outcome.

```lean
/-- The coefficient `cos (p/m) - (m/p) sin (p/m)`. -/
def oddCoeff (m p : ℝ) : ℝ := Real.cos (p / m) - m / p * Real.sin (p / m)
```

## (a) Products with the generator

**Task.** Show that $K\beta=-O$, $\beta K=O$, $KO=p^2\beta$, $OK=-p^2\beta$ and $K^2=-p^2$.

**Solution.** Anticommutation gives $\beta O\beta=-O\beta^2=-O$. Next, $\beta\beta O=O$ and $\beta OO=p^2\beta$. Then $O\beta O=-\beta O^2=-p^2\beta$, and finally $K^2=\beta(OK)=-p^2\beta^2=-p^2$. The Lean proof rewrites in the same order.

```lean
section Algebraic

variable {A : Type*} [Ring A] [Algebra ℝ A] {β O : A} {m p : ℝ}

/-- The products of the generator `β O` with `β`, with `O` and with itself. -/
theorem generator_products (h : IsDiracPair β O p) :
    β * O * β = -O ∧ β * (β * O) = O ∧ β * O * O = (p ^ 2) • β ∧
      O * (β * O) = -((p ^ 2) • β) ∧ β * O * (β * O) = -((p ^ 2) • (1 : A)) := by
  have h1 : β * O * β = -O := by
    rw [h.anticomm, neg_mul, mul_assoc, h.beta_sq, mul_one]
  have h2 : β * (β * O) = O := by rw [← mul_assoc, h.beta_sq, one_mul]
  have h3 : β * O * O = (p ^ 2) • β := by
    rw [mul_assoc, h.odd_sq, mul_smul_comm, mul_one]
  have h4 : O * (β * O) = -((p ^ 2) • β) := by
    have h' : O * β = -(β * O) := by rw [h.anticomm, neg_neg]
    rw [← mul_assoc, h', neg_mul, h3]
  refine ⟨h1, h2, h3, h4, ?_⟩
  rw [mul_assoc, h4, mul_neg, mul_smul_comm, h.beta_sq]
```

## (b) The inverse rotation

**Task.** For $p\ne0$, show that $R(\theta)R(-\theta)=1$.

**Solution.** With $c=\cos\theta$ and $s=\sin\theta/p$,
$$(c+sK)(c-sK)=c^2-s^2K^2=c^2+s^2p^2=1.$$
Replacing $\theta$ by $-\theta$ gives the other order. In Lean, `key` is the product for general $c,s$.

```lean
/-- The rotations of angles `θ` and `-θ` are inverse to each other. -/
theorem rotation_mul_neg (h : IsDiracPair β O p) (hp : p ≠ 0) (θ : ℝ) :
    rotation β O p θ * rotation β O p (-θ) = 1 := by
  obtain ⟨-, -, -, -, hKK⟩ := generator_products h
  have key : ∀ c s : ℝ, (c • (1 : A) + s • (β * O)) * (c • (1 : A) + (-s) • (β * O))
      = (c ^ 2 + s ^ 2 * p ^ 2) • (1 : A) := by
    intro c s
    simp only [add_mul, mul_add, smul_mul_assoc, mul_smul_comm, mul_one, one_mul, hKK]
    module
  have hs : Real.cos θ ^ 2 + (Real.sin θ / p) ^ 2 * p ^ 2 = 1 := by
    rw [← mul_pow, div_mul_cancel₀ _ hp]
    linarith [Real.sin_sq_add_cos_sq θ]
  unfold rotation
  rw [Real.cos_neg, Real.sin_neg, neg_div, key, hs, one_smul]
```

## (c) Conjugation by any angle

**Task.** For $p\neq0$, show that
$$R(\theta)HR(-\theta)=(m\cos2\theta+p\sin2\theta)\beta+\Bigl(\cos2\theta-\frac mp\sin2\theta\Bigr)O.$$

**Solution.** With $c,s$ as in (b), part (a) gives
$$(c+sK)(m\beta+O)=a\beta+bO,\qquad a=cm+sp^2,\quad b=c-sm.$$
Multiplying by $c-sK$ from the right gives $(ac+bsp^2)\beta+(bc-as)O$. The coefficients are
$$m(c^2-s^2p^2)+2csp^2,\qquad c^2-s^2p^2-2csm,$$
and the double-angle formulas finish the calculation. The Lean steps `left` and `right` are these two multiplications; `right` is stated with $+s$ and applied with the sign reversed.

```lean
/-- A rotation of angle `θ` turns `β m + O` into a combination of `β` and `O` whose coefficients
depend on `2 θ`. -/
theorem rotatedHamiltonian_eq (h : IsDiracPair β O p) (hp : p ≠ 0) (θ : ℝ) :
    rotatedHamiltonian β O m p θ =
      (m * Real.cos (2 * θ) + p * Real.sin (2 * θ)) • β +
        (Real.cos (2 * θ) - m / p * Real.sin (2 * θ)) • O := by
  obtain ⟨hKb, hbK, hKO, hOK, -⟩ := generator_products h
  -- multiply by the rotation from the left, then by its inverse from the right
  have left : ∀ c s : ℝ, (c • (1 : A) + s • (β * O)) * (m • β + O)
      = (c * m + s * p ^ 2) • β + (c - s * m) • O := by
    intro c s
    simp only [add_mul, mul_add, smul_mul_assoc, mul_smul_comm, one_mul, hKb, hKO]
    module
  have right : ∀ a b c s : ℝ, (a • β + b • O) * (c • (1 : A) + s • (β * O))
      = (a * c - b * s * p ^ 2) • β + (b * c + a * s) • O := by
    intro a b c s
    simp only [add_mul, mul_add, smul_mul_assoc, mul_smul_comm, mul_one, hbK, hOK]
    module
  have hcos : Real.cos (2 * θ) = Real.cos θ ^ 2 - Real.sin θ ^ 2 := by
    rw [Real.cos_two_mul]
    linarith [Real.sin_sq_add_cos_sq θ]
  unfold rotatedHamiltonian rotation
  rw [left, right, Real.cos_neg, Real.sin_neg, hcos, Real.sin_two_mul]
  congr 2
  · field_simp
    ring
  · field_simp
    ring

end Algebraic
```

## (d) The rotation as an exponential

**Task.** In a normed algebra with $p\ne0$, show for real $t$ that
$$\sum_{n\ge0}\frac{(tK)^n}{n!}=R(pt).$$

**Solution.** Since $(tK)^2=-(pt)^2$,
$$(tK)^{2k}=(-1)^k(pt)^{2k},\qquad (tK)^{2k+1}=(-1)^k(pt)^{2k+1}\frac Kp.$$
The even terms sum to $\cos(pt)$ and the odd terms to $(K/p)\sin(pt)$; these are `hE` and `hS`. Setting $t=1/(2m)$ identifies the first step as the rotation of angle $p/(2m)$.

```lean
/-- The exponential series of `t β O` sums to the rotation of angle `p t`. -/
theorem hasSum_rotation {A : Type*} [NormedRing A] [NormedAlgebra ℝ A] {β O : A} {p : ℝ}
    (h : IsDiracPair β O p) (hp : p ≠ 0) (t : ℝ) :
    HasSum (fun n : ℕ => (n.factorial : ℝ)⁻¹ • (t • (β * O)) ^ n)
      (rotation β O p (p * t)) := by
  obtain ⟨-, -, -, -, hKK⟩ := generator_products h
  have hsq : (t • (β * O)) ^ 2 = (-(p * t) ^ 2) • (1 : A) := by
    rw [pow_two, smul_mul_assoc, mul_smul_comm, hKK]
    module
  have heven : ∀ k : ℕ, (t • (β * O)) ^ (2 * k) = ((-1) ^ k * (p * t) ^ (2 * k)) • (1 : A) := by
    intro k
    rw [pow_mul, hsq, smul_pow, one_pow, neg_pow, ← pow_mul]
  -- even powers give the cosine, odd powers the sine
  have hE : HasSum (fun k : ℕ => ((2 * k).factorial : ℝ)⁻¹ • (t • (β * O)) ^ (2 * k))
      (Real.cos (p * t) • (1 : A)) := by
    convert (Real.hasSum_cos (p * t)).smul_const (1 : A) using 2 with k
    rw [heven, smul_smul]
    congr 1
    ring
  have hS : HasSum (fun k : ℕ => ((2 * k + 1).factorial : ℝ)⁻¹ • (t • (β * O)) ^ (2 * k + 1))
      ((Real.sin (p * t) / p) • (β * O)) := by
    convert ((Real.hasSum_sin (p * t)).div_const p).smul_const (β * O) using 2 with k
    rw [pow_succ, heven, smul_mul_assoc, one_mul, smul_smul, smul_smul]
    congr 1
    have hF : ((2 * k + 1).factorial : ℝ) ≠ 0 := by positivity
    rw [pow_succ (p * t)]
    field_simp
  exact HasSum.even_add_odd
    (f := fun n : ℕ => (n.factorial : ℝ)⁻¹ • (t • (β * O)) ^ n) hE hS
```

## (e) A trigonometric inequality

**Task.** Show that $x\cos x<\sin x$ for $0<x\le\pi$.

**Solution.** Below $\pi/2$, multiply $x<\tan x$ by $\cos x>0$. For $\pi/2\le x<\pi$, $\cos x\le0<\sin x$. At $x=\pi$ the claim reads $-\pi<0$. Lean splits into the same cases.

```lean
/-- On the interval `0 < x ≤ π` one has `x cos x < sin x`. -/
theorem mul_cos_lt_sin {x : ℝ} (hx : 0 < x) (hxπ : x ≤ π) : x * Real.cos x < Real.sin x := by
  rcases lt_or_ge x (π / 2) with h | h
  · have hc : 0 < Real.cos x := Real.cos_pos_of_mem_Ioo ⟨by linarith, h⟩
    have ht := Real.lt_tan hx h
    rwa [Real.tan_eq_sin_div_cos, lt_div_iff₀ hc] at ht
  · rcases hxπ.lt_or_eq with h' | h'
    · have hc : Real.cos x ≤ 0 :=
        Real.cos_nonpos_of_pi_div_two_le_of_le h (by linarith [Real.pi_pos])
      have hs := Real.sin_pos_of_pos_of_lt_pi hx h'
      nlinarith
    · rw [h', Real.cos_pi, Real.sin_pi]
      linarith [Real.pi_pos]
```

## (f) The odd term that remains

**Task.** Let $m>0$, $0<p\le\pi m$ and $1\neq0$ in the algebra (`Nontrivial A`). Show that the first step gives
$$H'=\Bigl(m\cos\frac pm+p\sin\frac pm\Bigr)\beta+\kappa O,\qquad \kappa=\cos\frac pm-\frac mp\sin\frac pm<0,$$
and that $H'$ does not commute with $\beta$.

**Solution.** Put $\theta=p/(2m)$ in (c). With $x=p/m\in(0,\pi]$, part (e) gives $\kappa=(x\cos x-\sin x)/x<0$. Moreover,
$$\beta H'-H'\beta=2\kappa K.$$
If this vanished, then $K=0$, contradicting $K^2=-p^2\ne0$. Lean obtains the commutator equation as `h0`.

```lean
/-- For `m > 0` and `0 < p ≤ π m`, the first step of angle `p / (2 m)` leaves an odd term with
strictly negative coefficient, and the transformed Hamiltonian does not commute with `β`. -/
theorem first_step_inexact {A : Type*} [Ring A] [Algebra ℝ A] [Nontrivial A] {β O : A} {m p : ℝ}
    (h : IsDiracPair β O p) (hm : 0 < m) (hp : 0 < p) (hpm : p ≤ π * m) :
    rotatedHamiltonian β O m p (p / (2 * m)) =
        (m * Real.cos (p / m) + p * Real.sin (p / m)) • β + oddCoeff m p • O ∧
      oddCoeff m p < 0 ∧ ¬ Commute β (rotatedHamiltonian β O m p (p / (2 * m))) := by
  have hang : 2 * (p / (2 * m)) = p / m := by field_simp
  have heq : rotatedHamiltonian β O m p (p / (2 * m)) =
      (m * Real.cos (p / m) + p * Real.sin (p / m)) • β + oddCoeff m p • O := by
    rw [rotatedHamiltonian_eq h hp.ne', hang, oddCoeff]
  have hneg : oddCoeff m p < 0 := by
    have hlt := mul_cos_lt_sin (div_pos hp hm) ((div_le_iff₀ hm).mpr hpm)
    have hone : m / p * (p / m) = 1 := by field_simp
    have hmul := mul_lt_mul_of_pos_left hlt (div_pos hm hp)
    rw [← mul_assoc, hone, one_mul] at hmul
    unfold oddCoeff
    linarith
  refine ⟨heq, hneg, fun hc => ?_⟩
  -- commuting with `β` would force `β O = 0`, against `(β O)² = -p²`
  rw [heq] at hc
  have hc' := hc.eq
  have hOb : O * β = -(β * O) := by rw [h.anticomm, neg_neg]
  simp only [mul_add, add_mul, mul_smul_comm, smul_mul_assoc, h.beta_sq, hOb] at hc'
  have h0 : (2 * oddCoeff m p) • (β * O) = 0 := by
    linear_combination (norm := module) hc'
  have hz : β * O = 0 := (smul_eq_zero.mp h0).resolve_left (by linarith)
  obtain ⟨-, -, -, -, hKK⟩ := generator_products h
  rw [hz, mul_zero] at hKK
  exact (smul_eq_zero.mp (neg_eq_zero.mp hKK.symm)).elim (pow_ne_zero 2 hp.ne') one_ne_zero
```

In a free-particle code that works in an eigenbasis of $p^2$, this step is a separate rotation by $p/(2m)$ for each eigenvalue. Using the angle $\tfrac12\arctan(p/m)$ instead makes the odd coefficient in (c) zero; Douglas–Kroll–Hess programs start from this exact free-particle rotation.

## (g) A zero at larger momentum

**Task.** For each $m>0$, find $p$ with $\pi m<p<2\pi m$ and $\kappa=0$.

**Solution.** The continuous function $f(x)=x\cos x-\sin x$ has $f(\pi)=-\pi$ and $f(2\pi)=2\pi$, so it vanishes at some $x$ strictly between. Take $p=xm$; then $\kappa=f(x)/x=0$. Strict negativity therefore fails for some larger momenta. The bound $\pi m$ is not the best one: $\kappa=-1$ at $p=\pi m$, so by continuity $\kappa$ stays negative a little beyond it.

```lean
/-- For every `m > 0` the odd coefficient vanishes at some `p` strictly between `π m` and
`2 π m`. -/
theorem exists_oddCoeff_eq_zero {m : ℝ} (hm : 0 < m) :
    ∃ p : ℝ, π * m < p ∧ p < 2 * π * m ∧ oddCoeff m p = 0 := by
  have hπ := Real.pi_pos
  have hcont : ContinuousOn (fun x : ℝ => x * Real.cos x - Real.sin x) (Set.Icc π (2 * π)) :=
    ((continuous_id.mul Real.continuous_cos).sub Real.continuous_sin).continuousOn
  have hmem : (0 : ℝ) ∈ Set.Ioo (π * Real.cos π - Real.sin π)
      (2 * π * Real.cos (2 * π) - Real.sin (2 * π)) := by
    rw [Real.cos_pi, Real.sin_pi, Real.cos_two_pi, Real.sin_two_pi]
    constructor <;> linarith
  obtain ⟨x, ⟨hx1, hx2⟩, hx⟩ := intermediate_value_Ioo (by linarith) hcont hmem
  have hx' : x * Real.cos x - Real.sin x = 0 := hx
  have hx0 : x ≠ 0 := by linarith
  refine ⟨x * m, by gcongr, by gcongr, ?_⟩
  have h1 : x * m / m = x := mul_div_cancel_right₀ x hm.ne'
  have h2 : m / (x * m) = x⁻¹ := by field_simp
  have h3 : Real.sin x = x * Real.cos x := by linarith
  rw [oddCoeff, h1, h2, h3, ← mul_assoc, inv_mul_cancel₀ hx0, one_mul, sub_self]
```

## (h) A two-by-two realisation

**Task.** Check that, for every real $p$, the relations hold for
$$\beta=\begin{pmatrix}1&0\\0&-1\end{pmatrix},\qquad O=\begin{pmatrix}0&p\\p&0\end{pmatrix}.$$

**Solution.** Direct multiplication gives $\beta^2=1$, $O^2=p^2$ and
$$\beta O=\begin{pmatrix}0&p\\-p&0\end{pmatrix}=-O\beta.$$
Lean checks the entries one by one.

```lean
/-- The real matrices `diag(1, -1)` and `p` times the exchange matrix satisfy the Dirac relations
for every `p`. -/
theorem isDiracPair_witness (p : ℝ) :
    IsDiracPair (!![1, 0; 0, -1] : Matrix (Fin 2) (Fin 2) ℝ) !![0, p; p, 0] p := by
  constructor <;> ext i j <;> fin_cases i <;> fin_cases j <;>
    simp [Matrix.mul_apply, Fin.sum_univ_succ, pow_two]

end

end DiracFirstStep
```

```lean
#print axioms DiracFirstStep.rotation_mul_neg
#print axioms DiracFirstStep.hasSum_rotation
#print axioms DiracFirstStep.first_step_inexact
#print axioms DiracFirstStep.exists_oddCoeff_eq_zero
```

```
'DiracFirstStep.rotation_mul_neg' depends on axioms: [propext, Classical.choice, Quot.sound]
'DiracFirstStep.hasSum_rotation' depends on axioms: [propext, Classical.choice, Quot.sound]
'DiracFirstStep.first_step_inexact' depends on axioms: [propext, Classical.choice, Quot.sound]
'DiracFirstStep.exists_oddCoeff_eq_zero' depends on axioms: [propext, Classical.choice, Quot.sound]
```
